# A twofold frame cancels the threefold term in a pairwise methyl torsional potential

**Q:** Suppose I fit a threefold dihedral term to the methyl group of toluene, with ideal, rigid angles. The shape of the energy curve does not respond to the parameter, so fitting that shape returns an arbitrary number that I might report as a barrier. You say symmetry is to blame. Show me by hand first.

**A:** Let $p$ be the torsional angle and $f$ the interaction of one hydrogen with one frame site, continuous and of period $2\pi$. Three hydrogens and two opposite, equal sites give

$$U(p)=\sum_{k=0}^{2}\sum_{s=0}^{1} f\!\left(p+\tfrac{2\pi k}{3}+\pi s\right).$$

Turning by $2\pi/3$ replaces $k$ by $k+1$. The term that arrives at $k=3$ is a full turn from $k=0$, so the sum is unchanged. Turning by $\pi$ permutes the two values of $s$ in the same way. Hence $U$ has periods $2\pi/3$ and $\pi$, and therefore also their difference, $\pi/3$.

Now shift the integration variable by $\pi/3$. Since $\cos(3p+\pi)=-\cos 3p$,

$$\int_0^{2\pi}U(p)\cos 3p\,dp=-\int_0^{2\pi}U(p)\cos 3p\,dp=0,$$

and the sine integral vanishes likewise.

**Q:** Does the same argument kill everything?

**A:** No. Put $a=2\pi k/3+\pi s$. Then $6a$ is a multiple of $2\pi$, so $\cos 6p=\cos 6(p+a)$, and a shift of variable gives

$$\int_0^{2\pi} f(p+a)\cos 6p\,dp=\int_0^{2\pi} f(p)\cos 6p\,dp.$$

The six terms add up to six times the integral for one pair.

**Q:** Give me numbers.

**A:** Take $f(p)=100\cos 3p+2\cos 6p$ in cm⁻¹. At $p=0$ the three terms with $s=0$ are $102$ each and the three with $s=1$ are $-98$ each, so $U(0)=306-294=12$. At $p=30^\circ$ every term is $-2$, so $U=-12$. In full, $U(p)=12\cos 6p$, with a barrier of 24 cm⁻¹. With only one frame site the potential would be $300\cos 3p+6\cos 6p$, with a barrier of 600 cm⁻¹.

**Q:** And the formal version? I suspect the physics gets lost in the definitions.

**A:** They are short. Angles are real numbers in radians.

In Lean 4 with Mathlib:

```lean
import Mathlib

open scoped Real
open Function

namespace TorsionalBarrierSymmetry

noncomputable section
```

`foldSum n h` adds the $n$ turned copies of $h$.

```lean
/-- The sum of the `n` copies of an angular function `h` turned by multiples of `2π/n`,
for `n ≥ 1`. -/
def foldSum (n : ℕ) (h : ℝ → ℝ) (p : ℝ) : ℝ :=
  ∑ k ∈ Finset.range n, h (p + 2 * π * k / n)
```

Applying it for the frame and then for the rotor gives the potential of an $n$-fold rotor on an $m$-fold frame. In the code, `barrier` names this whole potential, not the height of its barrier.

```lean
/-- The torsional potential of an `n`-fold rotor on an `m`-fold frame, for `n, m ≥ 1`: the pair
interaction `f` summed over all rotor and frame positions. -/
def barrier (n m : ℕ) (f : ℝ → ℝ) : ℝ → ℝ := foldSum n (foldSum m f)
```

The methyl case is written out separately, so you can compare it with my double sum without trusting the general construction.

```lean
/-- The torsional potential of a methyl group on a twofold frame, as an explicit sum of six
pair interactions `f`. -/
def methylBarrier (f : ℝ → ℝ) (p : ℝ) : ℝ :=
  ∑ k ∈ Finset.range 3, ∑ s ∈ Finset.range 2, f (p + 2 * π * k / 3 + π * s)
```

**Q:** A real torsional potential is not a sum of pair terms.

**A:** The definitions do assume that, along with rigid, equally spaced, equivalent sites. Unlike sites on the two sides of the frame are not covered. But $f$ need not be even, and the vanishing theorem below accepts any continuous potential with the stated period, pairwise or not. For a many-body potential you would supply that period from the symmetry of the molecule.

**Q:** How does the general period come out?

**A:** First, a fold sum keeps any period of its argument, because each term does, and it keeps continuity.

```lean
lemma foldSum_keeps {h : ℝ → ℝ} {T : ℝ} (n : ℕ) (hh : Periodic h T) :
    Periodic (foldSum n h) T := by
  intro p
  unfold foldSum
  refine Finset.sum_congr rfl fun k _ => ?_
  rw [show p + T + 2 * π * k / n = (p + 2 * π * k / n) + T by ring, hh]

lemma foldSum_continuous {h : ℝ → ℝ} (n : ℕ) (hc : Continuous h) :
    Continuous (foldSum n h) := by
  unfold foldSum
  fun_prop
```

Next comes the cyclic permutation. The proof splits the $n+1$ terms $k=0,\dots,n$ in two ways, taking off the last or the first. `hend` says that those two terms are equal, so the remaining sums agree.

```lean
/-- Summing a `2π`-periodic function over `n ≥ 1` equally spaced positions gives a function
of period `2π/n`. -/
theorem foldSum_periodic {h : ℝ → ℝ} {n : ℕ} (hn : n ≠ 0) (hh : Periodic h (2 * π)) :
    Periodic (foldSum n h) (2 * π / n) := by
  intro p
  have hn' : (n : ℝ) ≠ 0 := Nat.cast_ne_zero.mpr hn
  have e1 := Finset.sum_range_succ (fun k : ℕ => h (p + 2 * π * k / n)) n
  have e2 := Finset.sum_range_succ' (fun k : ℕ => h (p + 2 * π * k / n)) n
  -- the last position coincides with the first after a full turn
  have hend : h (p + 2 * π * (n : ℝ) / n) = h (p + 2 * π * ((0 : ℕ) : ℝ) / n) := by
    rw [mul_div_assoc, div_self hn', mul_one, hh p]
    simp
  have hshift : foldSum n h (p + 2 * π / n)
      = ∑ k ∈ Finset.range n, h (p + 2 * π * ((k + 1 : ℕ) : ℝ) / n) := by
    unfold foldSum
    refine Finset.sum_congr rfl fun k _ => ?_
    congr 1
    push_cast
    ring
  rw [hshift]
  unfold foldSum
  linarith [e1, e2, hend]
```

Thus the rotor supplies the period $2\pi/n$ and the frame $2\pi/m$. Write $L$ for the least common multiple of $n$ and $m$, and $g$ for their greatest common divisor. Bézout's identity gives integers $u,v$ with $g=nu+mv$, and $gL=nm$, so

$$\frac{2\pi}{L}=\frac{2\pi g}{nm}=v\,\frac{2\pi}{n}+u\,\frac{2\pi}{m}.$$

For methyl, $u=1$ and $v=-1$ recover $\pi-2\pi/3$. In the code this equation is `key`, and the last line adds the integer multiples of the two periods.

```lean
/-- For a `2π`-periodic pair interaction, the potential of an `n`-fold rotor on an `m`-fold
frame (`n, m ≥ 1`) has period `2π / lcm(n, m)`. -/
theorem barrier_periodic {f : ℝ → ℝ} {n m : ℕ} (hn : n ≠ 0) (hm : m ≠ 0)
    (hf : Periodic f (2 * π)) : Periodic (barrier n m f) (2 * π / (Nat.lcm n m : ℕ)) := by
  have h1 : Periodic (barrier n m f) (2 * π / n) := foldSum_periodic hn (foldSum_keeps m hf)
  have h2 : Periodic (barrier n m f) (2 * π / m) := foldSum_keeps n (foldSum_periodic hm hf)
  -- Bézout's identity combines the two periods
  have hb : ((Nat.gcd n m : ℕ) : ℝ) = n * (Nat.gcdA n m : ℝ) + m * (Nat.gcdB n m : ℝ) := by
    exact_mod_cast Nat.gcd_eq_gcd_ab n m
  have hl : ((Nat.gcd n m : ℕ) : ℝ) * (Nat.lcm n m : ℕ) = n * m := by
    exact_mod_cast Nat.gcd_mul_lcm n m
  have hg0 : ((Nat.gcd n m : ℕ) : ℝ) ≠ 0 :=
    Nat.cast_ne_zero.mpr (Nat.gcd_pos_of_pos_left m (Nat.pos_of_ne_zero hn)).ne'
  have hl0 : ((Nat.lcm n m : ℕ) : ℝ) ≠ 0 := Nat.cast_ne_zero.mpr (Nat.lcm_ne_zero hn hm)
  have hn1 : 2 * π / n * n = 2 * π := div_mul_cancel₀ _ (Nat.cast_ne_zero.mpr hn)
  have hm1 : 2 * π / m * m = 2 * π := div_mul_cancel₀ _ (Nat.cast_ne_zero.mpr hm)
  have key : 2 * π / (Nat.lcm n m : ℕ)
      = (Nat.gcdB n m : ℝ) * (2 * π / n) + (Nat.gcdA n m : ℝ) * (2 * π / m) := by
    rw [div_eq_iff hl0]
    apply mul_right_cancel₀ hg0
    linear_combination 2 * π * hb
      - ((Nat.gcdB n m : ℝ) * (2 * π / n) + (Nat.gcdA n m : ℝ) * (2 * π / m)) * hl
      - (Nat.gcdB n m : ℝ) * m * hn1 - (Nat.gcdA n m : ℝ) * n * hm1
  rw [key]
  exact (h1.int_mul _).add_period (h2.int_mul _)
```

**Q:** You shifted the integration variable without moving the limits. Where is that justified?

**A:** That step carries both the vanishing and the survival of harmonics, and it rests on Mathlib's `Function.Periodic.intervalIntegral_add_eq`: the integral of a periodic function over one period does not depend on where the window starts. Let $g$ now be a function of period $2\pi$. Substitution turns $\int_0^{2\pi}g(p+a)\,dp$ into an integral of $g$ from $a$ to $2\pi+a$, and the Mathlib lemma slides that window back to $0$. It needs periodicity only. Continuity enters later, when integrals of sums are split.

```lean
lemma integral_shift {g : ℝ → ℝ} (hg : Periodic g (2 * π)) (a : ℝ) :
    ∫ p in (0 : ℝ)..(2 * π), g (p + a) = ∫ p in (0 : ℝ)..(2 * π), g p := by
  have h := hg.intervalIntegral_add_eq a 0
  rw [intervalIntegral.integral_comp_add_right, zero_add, add_comm (2 * π) a, h, zero_add]
```

The window is a full turn, so a potential of period $2\pi/N$ must also be seen to have period $2\pi$.

```lean
lemma periodic_full {g : ℝ → ℝ} {N : ℕ} (hN : N ≠ 0) (hg : Periodic g (2 * π / N)) :
    Periodic g (2 * π) := by
  have h := hg.nat_mul N
  rwa [mul_div_cancel₀ _ (Nat.cast_ne_zero.mpr hN : (N : ℝ) ≠ 0)] at h
```

**Q:** For $j=3$ you had a plain sign change. What replaces it for other harmonics?

**A:** A rotation. Let $U$ now be any continuous potential of period $2\pi/N$, let $C$ and $S$ be its integrals against $\cos jp$ and $\sin jp$, and put $t=2\pi j/N$. Shifting by one period and expanding the cosine and sine gives

$$C=\cos t\,C-\sin t\,S,\qquad S=\sin t\,C+\cos t\,S.$$

So $(1-\cos t)C=-\sin t\,S$ and $(1-\cos t)S=\sin t\,C$. Multiply the first by $1-\cos t$ and insert the second:

$$\left[(1-\cos t)^2+\sin^2 t\right]C=2(1-\cos t)\,C=0.$$

The same elimination gives $2(1-\cos t)S=0$. If $\cos t\neq1$, both vanish. The `linear_combination` lines are this elimination, divided by two.

```lean
/-- A plane vector `(C, S)` left unchanged by a rotation through an angle `t` with
`cos t ≠ 1` is zero. -/
theorem rotation_fixed {t C S : ℝ} (ht : Real.cos t ≠ 1)
    (hC : C = Real.cos t * C - Real.sin t * S) (hS : S = Real.sin t * C + Real.cos t * S) :
    C = 0 ∧ S = 0 := by
  have h1 := Real.sin_sq_add_cos_sq t
  have h0 : 1 - Real.cos t ≠ 0 := sub_ne_zero.mpr ht.symm
  constructor
  · apply (mul_eq_zero.mp _).resolve_left h0
    linear_combination (1 - Real.cos t) / 2 * hC - Real.sin t / 2 * hS - C / 2 * h1
  · apply (mul_eq_zero.mp _).resolve_left h0
    linear_combination (1 - Real.cos t) / 2 * hS + Real.sin t / 2 * hC - S / 2 * h1
```

The condition $\cos t\ne 1$ means that $j/N$ is not an integer. The next theorem proves this from the hypothesis that $N$ does not divide $j$, then derives the two equations by the shift.

```lean
/-- A continuous potential of period `2π/N`, `N ≥ 1`, has no `j`-fold cosine or sine component
when `N` does not divide the integer `j`. -/
theorem harmonic_vanishes {U : ℝ → ℝ} (hc : Continuous U) {N : ℕ} (hN : N ≠ 0)
    (hU : Periodic U (2 * π / N)) {j : ℤ} (hj : ¬ (N : ℤ) ∣ j) :
    ∫ p in (0 : ℝ)..(2 * π), U p * Real.cos (j * p) = 0 ∧
    ∫ p in (0 : ℝ)..(2 * π), U p * Real.sin (j * p) = 0 := by
  have hP := periodic_full hN hU
  have pc : Periodic (fun p => U p * Real.cos (j * p)) (2 * π) := fun p => by
    simp only [hP p, mul_add (j : ℝ), Real.cos_add_int_mul_two_pi]
  have ps : Periodic (fun p => U p * Real.sin (j * p)) (2 * π) := fun p => by
    simp only [hP p, mul_add (j : ℝ), Real.sin_add_int_mul_two_pi]
  apply rotation_fixed (t := j * (2 * π / N))
  · -- the rotation angle is not a multiple of a full turn
    intro h
    obtain ⟨k, hk⟩ := (Real.cos_eq_one_iff _).mp h
    have hN1 : 2 * π / N * N = 2 * π := div_mul_cancel₀ _ (Nat.cast_ne_zero.mpr hN)
    have hr : (j : ℝ) = N * k := by
      apply mul_right_cancel₀ Real.two_pi_pos.ne'
      linear_combination -(N : ℝ) * hk - (j : ℝ) * hN1
    exact hj ⟨k, by exact_mod_cast hr⟩
  · -- shift by one period and expand the cosine
    rw [← intervalIntegral.integral_const_mul, ← intervalIntegral.integral_const_mul,
      ← intervalIntegral.integral_sub, ← integral_shift pc (2 * π / N)]
    · refine intervalIntegral.integral_congr fun p _ => ?_
      simp only [hU p, mul_add (j : ℝ), Real.cos_add]
      ring
    all_goals exact Continuous.intervalIntegrable (by fun_prop) _ _
  · rw [← intervalIntegral.integral_const_mul, ← intervalIntegral.integral_const_mul,
      ← intervalIntegral.integral_add, ← integral_shift ps (2 * π / N)]
    · refine intervalIntegral.integral_congr fun p _ => ?_
      simp only [hU p, mul_add (j : ℝ), Real.sin_add]
      ring
    all_goals exact Continuous.intervalIntegrable (by fun_prop) _ _
```

Setting $N=L$ gives the selection rule for the rotor on its frame.

```lean
/-- For a continuous `2π`-periodic pair interaction, the potential of an `n`-fold rotor on an
`m`-fold frame (`n, m ≥ 1`) has no `j`-fold component unless `lcm(n, m)` divides `j`. -/
theorem barrier_vanishes {f : ℝ → ℝ} (hc : Continuous f) (hf : Periodic f (2 * π))
    {n m : ℕ} (hn : n ≠ 0) (hm : m ≠ 0) {j : ℤ} (hj : ¬ ((Nat.lcm n m : ℕ) : ℤ) ∣ j) :
    ∫ p in (0 : ℝ)..(2 * π), barrier n m f p * Real.cos (j * p) = 0 ∧
    ∫ p in (0 : ℝ)..(2 * π), barrier n m f p * Real.sin (j * p) = 0 :=
  harmonic_vanishes (foldSum_continuous n (foldSum_continuous m hc))
    (Nat.lcm_ne_zero hn hm) (barrier_periodic hn hm hf) hj
```

**Q:** Are these integrals the coefficients I would fit?

**A:** They give the coefficients of the whole potential $U$, up to a factor: for $j\ge1$ the coefficient of $\cos jp$ in its Fourier series is the integral divided by $\pi$. A dihedral parameter in your fit is instead a coefficient of the pair term $f$. For methyl on a twofold frame, the threefold one cancels in the sum, so the shape of $U$ cannot determine it.

**Q:** And the allowed harmonics?

**A:** If $g$ now denotes a continuous function of period $2\pi/n$, each turned copy of $f$ contributes the same integral against $g$. The proof turns $g$ along with $f$, which changes nothing, and then applies `integral_shift` to every term.

```lean
/-- Against a continuous function `g` of period `2π/n`, `n ≥ 1`, all `n` turned copies of a
continuous `2π`-periodic `f` contribute equally to the integral over a full turn. -/
theorem foldSum_integral {f g : ℝ → ℝ} (hc : Continuous f) (hf : Periodic f (2 * π))
    (gc : Continuous g) {n : ℕ} (hn : n ≠ 0) (hg : Periodic g (2 * π / n)) :
    ∫ p in (0 : ℝ)..(2 * π), foldSum n f p * g p
      = n * ∫ p in (0 : ℝ)..(2 * π), f p * g p := by
  have hP : Periodic (fun p => f p * g p) (2 * π) := fun p => by
    simp only [hf p, periodic_full hn hg p]
  have e : ∀ p, foldSum n f p * g p = ∑ k ∈ Finset.range n,
      f (p + 2 * π * k / n) * g (p + 2 * π * k / n) := fun p => by
    unfold foldSum
    rw [Finset.sum_mul]
    refine Finset.sum_congr rfl fun k _ => ?_
    have h := hg.nat_mul k p
    rw [show p + (k : ℝ) * (2 * π / n) = p + 2 * π * k / n by ring] at h
    rw [h]
  simp_rw [e]
  rw [intervalIntegral.integral_finsetSum]
  · rw [Finset.sum_congr rfl fun (k : ℕ) _ => integral_shift hP (2 * π * k / n),
      Finset.sum_const, Finset.card_range, nsmul_eq_mul]
  · intro k _
    exact Continuous.intervalIntegrable (by fun_prop) _ _
```

Using this once for the rotor and once for the frame gives the factor $nm$. The local fact `per` checks that $\cos jp$ has the required periods when $n$ and $m$ divide $j$.

```lean
/-- For a continuous `2π`-periodic pair interaction and `n, m ≥ 1`, a `j`-fold cosine component
with `j` divisible by `n` and `m` is `n m` times that of a single pair. -/
theorem barrier_survives {f : ℝ → ℝ} (hc : Continuous f) (hf : Periodic f (2 * π))
    {n m : ℕ} (hn : n ≠ 0) (hm : m ≠ 0) {j : ℤ} (hnj : (n : ℤ) ∣ j) (hmj : (m : ℤ) ∣ j) :
    ∫ p in (0 : ℝ)..(2 * π), barrier n m f p * Real.cos (j * p)
      = n * m * ∫ p in (0 : ℝ)..(2 * π), f p * Real.cos (j * p) := by
  have per : ∀ N : ℕ, N ≠ 0 → (N : ℤ) ∣ j →
      Periodic (fun p : ℝ => Real.cos (j * p)) (2 * π / N) := by
    rintro N hN ⟨q, hq⟩ p
    have hN1 : 2 * π / N * N = 2 * π := div_mul_cancel₀ _ (Nat.cast_ne_zero.mpr hN)
    have hr : (j : ℝ) = N * q := by exact_mod_cast hq
    have ha : (j : ℝ) * (p + 2 * π / N) = j * p + q * (2 * π) := by
      linear_combination (2 * π / N) * hr + (q : ℝ) * hN1
    simp only [ha, Real.cos_add_int_mul_two_pi]
  have gc : Continuous (fun p : ℝ => Real.cos (j * p)) := by fun_prop
  unfold barrier
  rw [foldSum_integral (foldSum_continuous m hc) (foldSum_keeps m hf) gc hn (per n hn hnj),
    foldSum_integral hc hf gc hm (per m hm hmj), mul_assoc]
```

This is stated for the cosine only. It also doesn't say that the component is nonzero: if one pair has no sixfold cosine term, neither has the sum.

**Q:** Then read me the methyl theorem in words.

**A:** For every continuous $f$ of period $2\pi$, the six-term potential has period $\pi/3$, its integrals against $\cos 3p$ and $\sin 3p$ over a full turn are zero, and its integral against $\cos 6p$ is six times that of $f$. The proof identifies the explicit sum with `barrier 3 2 f` as `hU`, computes the least common multiple as 6, and applies the general theorems with $j=3$ and $j=6$.

```lean
/-- For a continuous `2π`-periodic pair interaction, the methyl potential on a twofold frame has
period `π/3`, no threefold component, and six times the sixfold cosine component of one pair. -/
theorem methyl_on_twofold_frame {f : ℝ → ℝ} (hc : Continuous f) (hf : Periodic f (2 * π)) :
    Periodic (methylBarrier f) (π / 3) ∧
    ∫ p in (0 : ℝ)..(2 * π), methylBarrier f p * Real.cos (3 * p) = 0 ∧
    ∫ p in (0 : ℝ)..(2 * π), methylBarrier f p * Real.sin (3 * p) = 0 ∧
    ∫ p in (0 : ℝ)..(2 * π), methylBarrier f p * Real.cos (6 * p)
      = 6 * ∫ p in (0 : ℝ)..(2 * π), f p * Real.cos (6 * p) := by
  have hU : methylBarrier f = barrier 3 2 f := by
    funext p
    unfold methylBarrier barrier foldSum
    refine Finset.sum_congr rfl fun k _ => Finset.sum_congr rfl fun s _ => ?_
    congr 1
    push_cast
    ring
  have hl : Nat.lcm 3 2 = 6 := by norm_num
  have h1 := barrier_periodic (n := 3) (m := 2) (by norm_num) (by norm_num) hf
  have h3 := barrier_vanishes hc hf (n := 3) (m := 2) (j := 3) (by norm_num) (by norm_num)
    (by rw [hl]; norm_num)
  have h6 := barrier_survives hc hf (n := 3) (m := 2) (j := 6) (by norm_num) (by norm_num)
    (by norm_num) (by norm_num)
  rw [hl] at h1
  push_cast at h3 h6
  rw [hU]
  refine ⟨?_, h3.1, h3.2, by linarith [h6]⟩
  convert h1 using 1
  push_cast
  ring

end

end TorsionalBarrierSymmetry
```

```lean
#print axioms TorsionalBarrierSymmetry.methyl_on_twofold_frame
```

```
'TorsionalBarrierSymmetry.methyl_on_twofold_frame' depends on axioms: [propext, Classical.choice, Quot.sound]
```

**Q:** So what may I conclude about my toluene fit?

**A:** Within a rigid, pairwise dihedral model with ideal angles, the threefold parameter has no effect on the shape of the torsional energy curve (a term written as $k(1+\cos3\varphi)$ for each dihedral angle $\varphi$ only adds a constant), and a scan over $60^\circ$ contains the whole curve. The theorem concerns the potential alone: torsional levels and tunnelling splittings also need the kinetic energy and a Schrödinger equation. Nor does it say that the sixfold barrier is small. In my example it was small because I chose a small sixfold term for the pair.
